# Pump-independent steady-state ratios of ground populations in a colour-centre rate model without spin relaxation

Take two spin sublevels $i=0,1$ with ground populations $g_i$, excited populations $e_i$ and one shelf population $s$. Light pumps at rate $W$, return at rate $k$ conserves spin, crossing to the shelf occurs at $r_i$ and the shelf empties at $p_i$:

$$\dot g_i=-Wg_i+ke_i+p_is,\qquad \dot e_i=Wg_i-(k+r_i)e_i,$$
$$\dot s=\sum_i r_ie_i-\Big(\sum_i p_i\Big)s.$$

In a steady state, adding the first two equations gives $r_ie_i=p_is$. Multiplying $Wg_i=(k+r_i)e_i$ by $r_i$ then gives

$$Wr_ig_i=(k+r_i)p_is.$$

Each ground population carries the same factor $s/W$, so for positive rates and $g_1\neq0$

$$\frac{g_0}{g_1}=\frac{p_0r_1(k+r_0)}{p_1r_0(k+r_1)}.$$

For simulations of optical spin initialisation, this ratio can check a steady-state solver whose transitions and rates are set to those of this model, with the same $W$ and the same $k$ for both sublevels.

## Positive rates: every link of the cycle is open

The file replaces the two sublevels by a finite index type `ι`. `Rates` holds one $W$ and one $k$ shared by all sublevels, and `Rates.Positive` requires every rate to be positive.

```lean
import Mathlib

open Finset

namespace ColourCentrePumping

noncomputable section

/-- Rates of the optical cycle: pumping `W`, spin-conserving return `k`, crossing `r i` from
excited sublevel `i` to the shelf, and emptying `p i` of the shelf to ground sublevel `i`. -/
structure Rates (ι : Type*) where
  W : ℝ
  k : ℝ
  r : ι → ℝ
  p : ι → ℝ

/-- All rates of the optical cycle are positive. -/
structure Rates.Positive {ι : Type*} (R : Rates ι) : Prop where
  W_pos : 0 < R.W
  k_pos : 0 < R.k
  r_pos : ∀ i, 0 < R.r i
  p_pos : ∀ i, 0 < R.p i
```

By hand, positivity permits the divisions by $W$, $r_i$, $p_j$ and $k+r_j$. If $W=0$, the ratio is undetermined: with all other rates equal to 1, the populations $g=(1,2)$, $e=(0,0)$, $s=0$ are steady with ratio $1/2$, while the formula gives 1. If only $r_0$ vanishes, sublevel 0 traps the population and $s=g_1=0$. If only $p_0$ vanishes, $g_0=0$. The case $k=0$ is harmless for the ratio, which becomes $p_0/p_1$.

## Stationarity: all time derivatives vanish

`Populations` collects real numbers with no sign condition, and, for positive rates, `steadyState` solves the two balances for $g_i$ and $e_i$ at a given $s$.

```lean
/-- Populations of the ground sublevels `g i`, the excited sublevels `e i` and the shelf `s`. -/
@[ext]
structure Populations (ι : Type*) where
  g : ι → ℝ
  e : ι → ℝ
  s : ℝ

/-- Explicit formulas for the populations at shelf population `s`, meant for positive rates. -/
def steadyState {ι : Type*} (R : Rates ι) (s : ℝ) : Populations ι where
  g i := (R.k + R.r i) * R.p i * s / (R.W * R.r i)
  e i := R.p i * s / R.r i
  s := s
```

`flow` is the right-hand side of the rate equations, and `IsSteady` sets all its components to zero. It contains no coherences, ionisation or direct transitions between ground sublevels.

```lean
variable {ι : Type*} [Fintype ι]

/-- The sum of all populations. -/
def total (x : Populations ι) : ℝ := ∑ i, x.g i + ∑ i, x.e i + x.s

/-- The rate equations: the time derivative of each population. -/
def flow (R : Rates ι) (x : Populations ι) : Populations ι where
  g i := -R.W * x.g i + R.k * x.e i + R.p i * x.s
  e i := R.W * x.g i - (R.k + R.r i) * x.e i
  s := ∑ i, R.r i * x.e i - (∑ i, R.p i) * x.s

/-- A steady state: every population has zero time derivative. -/
def IsSteady (R : Rates ι) (x : Populations ι) : Prop :=
  (∀ i, (flow R x).g i = 0) ∧ (∀ i, (flow R x).e i = 0) ∧ (flow R x).s = 0
```

Every transfer leaves one level and enters another, so the derivatives sum to zero, in a steady state or not. `total_flow` proves this by combining the sums over sublevels.

```lean
/-- The rate equations conserve the total population. -/
theorem total_flow (R : Rates ι) (x : Populations ι) : total (flow R x) = 0 := by
  have h : ∑ i, (flow R x).g i + ∑ i, (flow R x).e i
      = (∑ i, R.p i) * x.s - ∑ i, R.r i * x.e i := by
    rw [← sum_add_distrib, sum_mul, ← sum_sub_distrib]
    refine sum_congr rfl fun i _ => ?_
    simp only [flow]
    ring
  have hs : (flow R x).s = ∑ i, R.r i * x.e i - (∑ i, R.p i) * x.s := rfl
  unfold total
  linear_combination h + hs
```

The next two lemmas are the balances derived above. Their `linear_combination` steps add the ground and excited equations, then multiply the excited equation by $r_i$ and insert the first balance. Neither needs positive rates.

```lean
/-- In a steady state each spin sublevel feeds the shelf as fast as the shelf refills it. -/
theorem shelf_balance {R : Rates ι} {x : Populations ι} (h : IsSteady R x) (i : ι) :
    R.r i * x.e i = R.p i * x.s := by
  obtain ⟨hg, he, -⟩ := h
  have h1 : -R.W * x.g i + R.k * x.e i + R.p i * x.s = 0 := hg i
  have h2 : R.W * x.g i - (R.k + R.r i) * x.e i = 0 := he i
  linear_combination -h1 - h2

/-- In a steady state each ground population is tied to the shelf population. -/
theorem ground_balance {R : Rates ι} {x : Populations ι} (h : IsSteady R x) (i : ι) :
    R.W * R.r i * x.g i = (R.k + R.r i) * R.p i * x.s := by
  have hb := shelf_balance h i
  obtain ⟨-, he, -⟩ := h
  have h2 : R.W * x.g i - (R.k + R.r i) * x.e i = 0 := he i
  linear_combination R.r i * h2 + (R.k + R.r i) * hb
```

Without stationarity the ratio is arbitrary: the populations $g=(1,2)$, $e=(0,0)$, $s=0$ are also allowed when all rates are 1, but they are not steady.

With positive rates, dividing the balances gives the explicit family. Conversely, its members satisfy $r_ie_i=p_is$ and $Wg_i=(k+r_i)e_i$, which make every derivative vanish.

```lean
/-- For positive rates the steady states are exactly the populations `steadyState R s`. -/
theorem isSteady_iff {R : Rates ι} (hR : R.Positive) (x : Populations ι) :
    IsSteady R x ↔ x = steadyState R x.s := by
  have hW := hR.W_pos.ne'
  constructor
  · intro h
    have hg : ∀ i, x.g i = (R.k + R.r i) * R.p i * x.s / (R.W * R.r i) := fun i => by
      rw [eq_div_iff (mul_ne_zero hW (hR.r_pos i).ne')]
      linear_combination ground_balance h i
    have he : ∀ i, x.e i = R.p i * x.s / R.r i := fun i => by
      rw [eq_div_iff (hR.r_pos i).ne']
      linear_combination shelf_balance h i
    exact Populations.ext (funext hg) (funext he) rfl
  · intro h
    have hg : ∀ i, x.g i = (R.k + R.r i) * R.p i * x.s / (R.W * R.r i) :=
      fun i => congrFun (congrArg Populations.g h) i
    have he : ∀ i, x.e i = R.p i * x.s / R.r i :=
      fun i => congrFun (congrArg Populations.e h) i
    -- crossing balances emptying, and pumping balances decay, sublevel by sublevel
    have b : ∀ i, R.r i * x.e i = R.p i * x.s := fun i => by
      have := (eq_div_iff (hR.r_pos i).ne').1 (he i)
      linear_combination this
    have a : ∀ i, R.W * x.g i = (R.k + R.r i) * x.e i := fun i => by
      have := (eq_div_iff (mul_ne_zero hW (hR.r_pos i).ne')).1 (hg i)
      apply mul_left_cancel₀ (hR.r_pos i).ne'
      linear_combination this - (R.k + R.r i) * b i
    refine ⟨fun i => ?_, fun i => ?_, ?_⟩
    · change -R.W * x.g i + R.k * x.e i + R.p i * x.s = 0
      linear_combination -a i - b i
    · change R.W * x.g i - (R.k + R.r i) * x.e i = 0
      linear_combination a i
    · change ∑ i, R.r i * x.e i - (∑ i, R.p i) * x.s = 0
      rw [sum_mul, sub_eq_zero]
      exact sum_congr rfl fun i _ => b i
```

## A positive total: the centre is somewhere in the cycle

The total $N$ is 1 for occupation probabilities. Summing the family gives $N=sZ$ with

$$Z=1+\sum_i\frac{p_i}{r_i}\left(1+\frac{k+r_i}{W}\right)>0,$$

so $s=N/Z$ is the only choice, and all populations are positive. The proof takes $Z$ as the total at $s=1$. For $N=0$ only the empty state remains.

```lean
/-- For positive rates and any total population `N > 0` there is exactly one steady state, and
all its populations are positive. -/
theorem exists_unique_steady {R : Rates ι} (hR : R.Positive) {N : ℝ} (hN : 0 < N) :
    ∃ x, IsSteady R x ∧ total x = N ∧ (∀ i, 0 < x.g i) ∧ (∀ i, 0 < x.e i) ∧ 0 < x.s ∧
      ∀ y, IsSteady R y → total y = N → y = x := by
  have posg : ∀ s, 0 < s → ∀ i, 0 < (steadyState R s).g i := fun s hs i =>
    div_pos (mul_pos (mul_pos (add_pos hR.k_pos (hR.r_pos i)) (hR.p_pos i)) hs)
      (mul_pos hR.W_pos (hR.r_pos i))
  have pose : ∀ s, 0 < s → ∀ i, 0 < (steadyState R s).e i := fun s hs i =>
    div_pos (mul_pos (hR.p_pos i) hs) (hR.r_pos i)
  -- the total population is proportional to the shelf population
  obtain ⟨Z, hZ, lin⟩ : ∃ Z : ℝ, 0 < Z ∧ ∀ s, total (steadyState R s) = s * Z := by
    refine ⟨total (steadyState R 1), ?_, fun s => ?_⟩
    · have h1 := sum_nonneg fun i (_ : i ∈ univ) => (posg 1 one_pos i).le
      have h2 := sum_nonneg fun i (_ : i ∈ univ) => (pose 1 one_pos i).le
      have h3 : (steadyState R 1).s = 1 := rfl
      unfold total
      linarith
    · have a : ∑ i, (steadyState R s).g i = s * ∑ i, (steadyState R 1).g i := by
        rw [mul_sum]
        exact sum_congr rfl fun i _ => by simp only [steadyState]; ring
      have b : ∑ i, (steadyState R s).e i = s * ∑ i, (steadyState R 1).e i := by
        rw [mul_sum]
        exact sum_congr rfl fun i _ => by simp only [steadyState]; ring
      have c : (steadyState R s).s = s * (steadyState R 1).s := (mul_one s).symm
      unfold total
      linear_combination a + b + c
  have hs : 0 < N / Z := div_pos hN hZ
  refine ⟨steadyState R (N / Z), (isSteady_iff hR _).2 rfl, ?_, posg _ hs, pose _ hs, hs, ?_⟩
  · rw [lin, div_mul_cancel₀ _ hZ.ne']
  · intro y hy ht
    have hy' := (isSteady_iff hR y).1 hy
    have h1 : y.s * Z = N := by rw [← lin, ← hy', ht]
    have h2 : y.s = N / Z := (eq_div_iff hZ.ne').2 h1
    exact hy'.trans (congrArg (steadyState R) h2)
```

## A nonzero reference population: the ratio has a denominator

`ground_ratio` assumes `x.g j ≠ 0`, which is weaker than positivity of all populations. The proof clears denominators, eliminates $s$ between the two ground balances and cancels $W$. The empty state shows the need for the condition: it is steady, but Lean evaluates $0/0$ as 0, while the right-hand side is positive.

```lean
/-- The ratio of two ground populations in a steady state, in terms of the return, crossing and
emptying rates. -/
theorem ground_ratio {R : Rates ι} (hR : R.Positive) {x : Populations ι} (h : IsSteady R x)
    (i j : ι) (hj : x.g j ≠ 0) :
    x.g i / x.g j = R.p i * R.r j * (R.k + R.r i) / (R.p j * R.r i * (R.k + R.r j)) := by
  have hA : 0 < R.p j * R.r i * (R.k + R.r j) :=
    mul_pos (mul_pos (hR.p_pos j) (hR.r_pos i)) (add_pos hR.k_pos (hR.r_pos j))
  rw [div_eq_div_iff hj hA.ne']
  -- eliminate the shelf population; the pump rate is a common factor
  apply mul_left_cancel₀ hR.W_pos.ne'
  linear_combination R.p j * (R.k + R.r j) * ground_balance h i
    - R.p i * (R.k + R.r i) * ground_balance h j
```

Applying the formula at pump rates `R.W` and `W'`, with the other rates unchanged, gives equal ratios. The two total populations may differ.

```lean
/-- Steady states at two pump rates, all other rates being equal, have the same ratio of ground
populations. -/
theorem ground_ratio_pump_independent {R : Rates ι} (hR : R.Positive) {W' : ℝ} (hW' : 0 < W')
    {x y : Populations ι} (hx : IsSteady R x) (hy : IsSteady { R with W := W' } y)
    (i j : ι) (hxj : x.g j ≠ 0) (hyj : y.g j ≠ 0) :
    x.g i / x.g j = y.g i / y.g j := by
  have hR' : Rates.Positive { R with W := W' } :=
    { W_pos := hW', k_pos := hR.k_pos, r_pos := hR.r_pos, p_pos := hR.p_pos }
  exact (ground_ratio hR hx i j hxj).trans (ground_ratio hR' hy i j hyj).symm
```

## Equal emptying: the crossing rates decide which sublevel is more populated

For $g_j>0$, the inequality $g_i>g_j$ means that the ratio exceeds 1, so its numerator exceeds its positive denominator.

```lean
/-- In a steady state with positive rates and a positive ground population of sublevel `j`, ground
sublevel `i` is more populated than `j` exactly when the rates satisfy the stated inequality. -/
theorem polarization_iff {R : Rates ι} (hR : R.Positive) {x : Populations ι}
    (h : IsSteady R x) (i j : ι) (hj : 0 < x.g j) :
    x.g j < x.g i ↔
      R.p j * R.r i * (R.k + R.r j) < R.p i * R.r j * (R.k + R.r i) := by
  have hA : 0 < R.p j * R.r i * (R.k + R.r j) :=
    mul_pos (mul_pos (hR.p_pos j) (hR.r_pos i)) (add_pos hR.k_pos (hR.r_pos j))
  rw [← one_lt_div hj, ground_ratio hR h i j hj.ne', one_lt_div hA]
```

If $p_i=p_j=p$, the condition is $pr_i(k+r_j)<pr_j(k+r_i)$. The terms $pr_ir_j$ cancel, and dividing by $pk>0$ leaves $r_i<r_j$: the sublevel with slower crossing is more populated. The proof makes the same cancellation, and here $k>0$ matters.

With unequal emptying this can fail. For $k=1$, $r=(1,2)$ and $p=(1,2)$, the ratio is $g_0/g_1=2/3$, although sublevel 0 crosses more slowly.

```lean
/-- In a steady state with positive rates and populations, if the shelf empties equally fast to two
ground sublevels, the more populated one is the one whose excited partner crosses more slowly to the
shelf. -/
theorem polarization_of_equal_emptying {R : Rates ι} (hR : R.Positive) {x : Populations ι}
    (h : IsSteady R x) (i j : ι) (hj : 0 < x.g j) (hp : R.p i = R.p j) :
    x.g j < x.g i ↔ R.r i < R.r j := by
  have hpk : 0 < R.p j * R.k := mul_pos (hR.p_pos j) hR.k_pos
  rw [polarization_iff hR h i j hj, hp]
  constructor
  · intro hlt
    have h1 : R.p j * R.k * R.r i < R.p j * R.k * R.r j := by linarith
    exact lt_of_mul_lt_mul_left h1 hpk.le
  · intro hlt
    have h1 : R.p j * R.k * R.r i < R.p j * R.k * R.r j := by gcongr
    linarith

end

end ColourCentrePumping
```

```lean
#print axioms ColourCentrePumping.total_flow
#print axioms ColourCentrePumping.exists_unique_steady
#print axioms ColourCentrePumping.ground_ratio_pump_independent
#print axioms ColourCentrePumping.polarization_of_equal_emptying
```

```
'ColourCentrePumping.total_flow' depends on axioms: [propext, Classical.choice, Quot.sound]
'ColourCentrePumping.exists_unique_steady' depends on axioms: [propext, Classical.choice, Quot.sound]
'ColourCentrePumping.ground_ratio_pump_independent' depends on axioms: [propext, Classical.choice, Quot.sound]
'ColourCentrePumping.polarization_of_equal_emptying' depends on axioms: [propext, Classical.choice, Quot.sound]
```
